# A differentiable function of the edge variables of a finite graph is gauge invariant exactly when its current is conserved at every vertex

## Edge phases, gauge shifts and currents

A charged particle that hops between the sites of a lattice in a static magnetic field picks up a phase on each bond. For a bond $e$ from site $x$ to site $y$, let the hopping operator $c_x^\dagger c_y$ carry the factor $e^{i\theta_e}$. Changing the phase convention at each site by a real number $\chi_x$ replaces $\theta_e$ by $\theta_e+\chi_x-\chi_y$, and a physical energy must not notice. The question is what this invariance says about the currents on the bonds, and whether those currents in turn determine it.

Let $F(\theta)$ be a real function of all the bond phases, for instance the free energy of a finite lattice at positive temperature. Any electrons have already been traced out, so $\theta$ is the only argument of $F$.

```lean
import Mathlib

open Finset

namespace GraphGaugeInvariance

noncomputable section
```

The lattice is a finite oriented graph. Each edge $e$ has a source $\mathrm{src}(e)$ and a target $\mathrm{tgt}(e)$. The orientation only fixes signs. Parallel edges and self-loops are allowed.

```lean
/-- An oriented graph: every edge has a source vertex and a target vertex. -/
structure OrientedGraph (V E : Type*) where
  src : E → V
  tgt : E → V
```

In what follows `V` is the finite set of vertices and `E` the finite set of edges. A configuration is a function `θ : E → ℝ`, so the phases are real numbers, and $F$ need not be periodic in them. The gauge shift generated by $\chi$ is
$$(d\chi)_e=\chi_{\mathrm{src}(e)}-\chi_{\mathrm{tgt}(e)} .$$
This is minus the usual lattice gradient, which takes target minus source.

```lean
variable {V E : Type*} [Fintype V] [DecidableEq V] [Fintype E] [DecidableEq E]

/-- The change `χ_x - χ_y` of the variable on an edge from `x` to `y` under the
site function `χ`. -/
def gaugeShift (G : OrientedGraph V E) (χ : V → ℝ) : E → ℝ :=
  fun e => χ (G.src e) - χ (G.tgt e)
```

The current on an edge is the partial derivative
$$J_e(\theta)=\frac{\partial F}{\partial\theta_e}(\theta).$$
In Lean it is the derivative of $F$ along the unit vector `Pi.single e 1`. When $F$ is the equilibrium free energy of the hopping model above, the expectation value of the electric current on the bond differs from $J_e$ by a constant factor, containing the charge, $\hbar$ and a sign convention, which has no effect on conservation.

```lean
/-- The current on edge `e`: the derivative of `F` with respect to the variable of that
edge, all other edge variables being held fixed. -/
def current (F : (E → ℝ) → ℝ) (θ : E → ℝ) (e : E) : ℝ :=
  lineDeriv ℝ F θ (Pi.single e 1)
```

The net outflow at a vertex $x$ is the lattice divergence
$$(\operatorname{div}J)_x=\sum_{e:\,\mathrm{src}(e)=x}J_e-\sum_{e:\,\mathrm{tgt}(e)=x}J_e .$$
A self-loop enters both sums and cancels.

```lean
/-- The signed sum of `J` at the vertex `x`: edges leaving `x` count with plus, edges
entering `x` with minus. -/
def netOutflow (G : OrientedGraph V E) (J : E → ℝ) (x : V) : ℝ :=
  ∑ e, ((if G.src e = x then J e else 0) - (if G.tgt e = x then J e else 0))
```

## From a gauge shift to the divergence

Write $\chi_{\mathrm{src}(e)}=\sum_x\chi_x\delta_{x,\mathrm{src}(e)}$, do the same for the target, and exchange the two sums:
$$\sum_e J_e\,(d\chi)_e=\sum_x\chi_x\sum_e J_e\left(\delta_{x,\mathrm{src}(e)}-\delta_{x,\mathrm{tgt}(e)}\right)=\sum_x\chi_x(\operatorname{div}J)_x .$$
This is summation by parts, and it holds for any edge function $J$, whether or not it comes from an $F$. The Lean proof runs from right to left: `Finset.sum_comm` exchanges the sums, and for each edge the sum over $x$ then picks out the two end points.

```lean
omit [DecidableEq E] in
/-- Summation by parts on the graph: pairing an edge function with a gauge shift is the
same as pairing its net outflow with the site function. -/
theorem sum_mul_gaugeShift (G : OrientedGraph V E) (J : E → ℝ) (χ : V → ℝ) :
    ∑ e, J e * gaugeShift G χ e = ∑ x, χ x * netOutflow G J x := by
  simp only [netOutflow, gaugeShift, Finset.mul_sum]
  rw [Finset.sum_comm]
  refine Finset.sum_congr rfl fun e _ => ?_
  simp only [mul_sub, mul_ite, mul_zero, Finset.sum_sub_distrib, Finset.sum_ite_eq,
    Finset.mem_univ, if_true]
  ring
```

Next, let the phases change by an arbitrary $v$. Since $v=\sum_e v_e\,\mathbf 1_e$, with $\mathbf 1_e$ the unit vector of edge $e$, linearity of the derivative gives
$$DF(\theta)[v]=\sum_e v_e\,DF(\theta)[\mathbf 1_e]=\sum_e J_e(\theta)\,v_e .$$
The last equality uses the differentiability of $F$, which makes the total derivative along $\mathbf 1_e$ equal to the partial derivative.

```lean
/-- The first-order response of a differentiable `F` to a change `v` of the edge variables
is the sum over edges of current times change. -/
theorem fderiv_eq_sum_current {F : (E → ℝ) → ℝ} (hF : Differentiable ℝ F) (θ v : E → ℝ) :
    fderiv ℝ F θ v = ∑ e, current F θ e * v e := by
  have hv : v = ∑ e, v e • (Pi.single e (1 : ℝ) : E → ℝ) := by
    ext i
    simp [Finset.sum_apply, Pi.single_apply]
  conv_lhs => rw [hv, map_sum]
  refine Finset.sum_congr rfl fun e _ => ?_
  rw [map_smul, smul_eq_mul, current, (hF θ).lineDeriv_eq_fderiv, mul_comm]
```

Now move along the gauge orbit $\theta+s\,d\chi$ with a real parameter $s$. Its velocity is $d\chi$, so the chain rule and the two identities above give
$$\frac{d}{ds}F(\theta+s\,d\chi)=\sum_e J_e(\theta+s\,d\chi)\,(d\chi)_e=\sum_x\chi_x\,(\operatorname{div}J)_x(\theta+s\,d\chi).$$
In the proof, `hline` gives the velocity of the orbit, and the final rewriting applies first the formula for the derivative of $F$ and then summation by parts.

```lean
/-- Along the gauge orbit `θ + s dχ`, a differentiable `F` changes at the rate given by the
net outflow of current at each vertex, weighted with `χ`. -/
theorem hasDerivAt_gauge_orbit (G : OrientedGraph V E) {F : (E → ℝ) → ℝ}
    (hF : Differentiable ℝ F) (χ : V → ℝ) (θ : E → ℝ) (s : ℝ) :
    HasDerivAt (fun s : ℝ => F (θ + s • gaugeShift G χ))
      (∑ x, χ x * netOutflow G (current F (θ + s • gaugeShift G χ)) x) s := by
  have hline : HasDerivAt (fun s : ℝ => θ + s • gaugeShift G χ) (gaugeShift G χ) s :=
    (((hasDerivAt_id' s).smul_const (gaugeShift G χ)).const_add θ).congr_deriv
      (one_smul ℝ _)
  -- chain rule, then summation by parts
  have h := (hF (θ + s • gaugeShift G χ)).hasFDerivAt.comp_hasDerivAt s hline
  rw [fderiv_eq_sum_current hF, sum_mul_gaugeShift] at h
  exact h
```

## Invariance and conservation

Fix $\chi$. If $F$ is constant along every orbit $\theta+s\,d\chi$, its derivative at $s=0$ vanishes, so
$$\sum_x\chi_x(\operatorname{div}J)_x(\theta)=0\quad\text{for every }\theta .$$
Conversely, if this weighted sum vanishes at every $\theta$, it vanishes at each point of the orbit. Then $F(\theta+s\,d\chi)$ has zero derivative for all $s$ and equals its value at $s=0$.

The converse needs the condition at more than one configuration. For a single edge between two distinct vertices, $F=\theta^2$ has zero current at $\theta=0$ and is not invariant.

```lean
/-- For one fixed site function `χ`, a differentiable `F` is invariant under all multiples
of its gauge shift if and only if the `χ`-weighted net outflow vanishes at every `θ`. -/
theorem invariant_along_iff (G : OrientedGraph V E) {F : (E → ℝ) → ℝ}
    (hF : Differentiable ℝ F) (χ : V → ℝ) :
    (∀ (s : ℝ) (θ : E → ℝ), F (θ + s • gaugeShift G χ) = F θ) ↔
      ∀ θ, ∑ x, χ x * netOutflow G (current F θ) x = 0 := by
  constructor
  · intro h θ
    have hd := hasDerivAt_gauge_orbit G hF χ θ 0
    have hc : (fun s : ℝ => F (θ + s • gaugeShift G χ)) = fun _ => F θ :=
      funext fun s => h s θ
    rw [hc] at hd
    have h0 := hd.unique (hasDerivAt_const (0 : ℝ) (F θ))
    simpa only [zero_smul, add_zero] using h0
  · intro h s θ
    -- a function on the line with zero derivative is constant
    have hconst := is_const_of_deriv_eq_zero
      (fun t => (hasDerivAt_gauge_orbit G hF χ θ t).differentiableAt)
      (fun t => (hasDerivAt_gauge_orbit G hF χ θ t).deriv.trans (h _)) s 0
    simpa only [zero_smul, add_zero] using hconst
```

For the full equivalence, suppose first that $F$ is invariant under all site functions. Choose $\chi$ equal to 1 at the vertex $x$ and 0 elsewhere. Every multiple $s\,d\chi$ is the gauge shift of $s\chi$, so the previous result applies, and the weighted sum reduces to one term:
$$(\operatorname{div}J)_x(\theta)=0 .$$
If instead the divergence vanishes at every vertex and every $\theta$, all weighted sums vanish, and the previous result at $s=1$ gives $F(\theta+d\chi)=F(\theta)$.

In the Lean statement, the left side of `↔` is invariance for all `χ` and `θ`, and the right side is zero `netOutflow` at all `θ` and `x`. The one hypothesis, `Differentiable ℝ F`, is a real restriction for a ground-state energy, which can have a kink where levels cross.

```lean
/-- A differentiable function of the edge variables of a finite oriented graph is gauge
invariant if and only if its current is conserved at every vertex, for every `θ`. -/
theorem gauge_invariant_iff_current_conserved (G : OrientedGraph V E)
    {F : (E → ℝ) → ℝ} (hF : Differentiable ℝ F) :
    (∀ (χ : V → ℝ) (θ : E → ℝ), F (θ + gaugeShift G χ) = F θ) ↔
      ∀ (θ : E → ℝ) (x : V), netOutflow G (current F θ) x = 0 := by
  constructor
  · intro h θ x
    -- use the site function concentrated at x
    have hx := (invariant_along_iff G hF (Pi.single x 1)).1 (fun s θ' => by
      have hs : s • gaugeShift G (Pi.single x 1) = gaugeShift G (s • Pi.single x 1) := by
        ext e
        simp only [gaugeShift, Pi.smul_apply, smul_eq_mul, mul_sub]
      rw [hs]
      exact h _ θ') θ
    simpa [Pi.single_apply] using hx
  · intro h χ θ
    have h1 := (invariant_along_iff G hF χ).2 (fun θ' => by simp [h θ']) 1 θ
    simpa only [one_smul] using h1
```

For a finite tight-binding lattice with static bond phases, a nonzero divergence of the currents obtained from a computed energy that is differentiable in these phases shows that this energy function is not gauge invariant. The step left to the physics is the identification of $\partial F/\partial\theta_e$ with the expectation value of a bond-current operator, which depends on the Hamiltonian and on how $F$ is obtained from it.

## Regions and rings

Let $S$ be a set of vertices and take $\chi=1$ on $S$ and $0$ outside. Then $(d\chi)_e$ is $+1$ on edges oriented out of $S$, $-1$ on edges oriented into $S$, and $0$ on all others. With zero divergence, summation by parts becomes
$$\sum_{e\text{ out of }S}J_e=\sum_{e\text{ into }S}J_e .$$
"Out" and "into" refer to the orientation of the edges, and each $J_e$ may have either sign. The two uses of `by_cases` go through the four possible positions of the end points.

```lean
/-- For a differentiable gauge-invariant `F` and any set `S` of vertices, the currents on the edges
oriented out of `S` have the same sum as those on the edges oriented into `S`. -/
theorem current_balance_of_region (G : OrientedGraph V E) {F : (E → ℝ) → ℝ}
    (hF : Differentiable ℝ F)
    (hinv : ∀ (χ : V → ℝ) (θ : E → ℝ), F (θ + gaugeShift G χ) = F θ)
    (θ : E → ℝ) (S : Finset V) :
    ∑ e with G.src e ∈ S ∧ G.tgt e ∉ S, current F θ e =
      ∑ e with G.src e ∉ S ∧ G.tgt e ∈ S, current F θ e := by
  have hcons := (gauge_invariant_iff_current_conserved G hF).1 hinv θ
  -- pair the current with the indicator function of the region
  have h := sum_mul_gaugeShift G (current F θ) (fun x => if x ∈ S then 1 else 0)
  simp only [hcons, mul_zero, Finset.sum_const_zero] at h
  rw [← sub_eq_zero, Finset.sum_filter, Finset.sum_filter, ← Finset.sum_sub_distrib]
  refine Eq.trans (Finset.sum_congr rfl fun e _ => ?_) h
  by_cases h1 : G.src e ∈ S <;> by_cases h2 : G.tgt e ∈ S <;> simp [gaugeShift, h1, h2]
```

A ring of $n$ sites has its sites and its bonds both labelled by integers modulo $n$, with bond $i$ running from site $i$ to site $i+1$.

```lean
/-- For `n ≥ 1`, the ring of `n` sites, with bond `i` running from site `i` to site `i + 1`. For
`n = 0` this is the infinite chain on the integers. -/
def ring (n : ℕ) : OrientedGraph (ZMod n) (ZMod n) where
  src i := i
  tgt i := i + 1
```

At site $i+1$, bond $i+1$ leaves and bond $i$ enters. Conservation there reads
$$J_{i+1}-J_i=0 .$$
Going round the ring, all bonds carry the same current, as expected of a persistent current in equilibrium. The condition `NeZero n` excludes $n=0$, for which the integers modulo $n$ would form an infinite chain.

```lean
/-- On a ring, a differentiable gauge-invariant function has the same current on
neighbouring bonds. -/
theorem ring_current_uniform (n : ℕ) [NeZero n] {F : (ZMod n → ℝ) → ℝ}
    (hF : Differentiable ℝ F)
    (hinv : ∀ χ θ : ZMod n → ℝ, F (θ + gaugeShift (ring n) χ) = F θ)
    (θ : ZMod n → ℝ) (i : ZMod n) :
    current F θ (i + 1) = current F θ i := by
  -- bond i + 1 leaves the site i + 1, and bond i enters it
  have h : ∑ e : ZMod n, ((if e = i + 1 then current F θ e else 0) -
      (if e + 1 = i + 1 then current F θ e else 0)) = 0 :=
    (gauge_invariant_iff_current_conserved (ring n) hF).1 hinv θ (i + 1)
  simp only [add_left_inj, Finset.sum_sub_distrib, Finset.sum_ite_eq',
    Finset.mem_univ, if_true] at h
  exact sub_eq_zero.1 h
```

## Functions of a flux

Let $c$ be edge weights with zero divergence and set $\Phi=\sum_e c_e\theta_e$. Under a gauge shift,
$$\Phi\to\Phi+\sum_e c_e(d\chi)_e=\Phi+\sum_x\chi_x(\operatorname{div}c)_x=\Phi ,$$
so $f(\Phi)$ is invariant for every real function $f$, differentiable or not. On the ring, $c_e=1$ for all bonds gives the total phase around the loop, which represents the enclosed magnetic flux.

```lean
omit [DecidableEq E] in
/-- If the edge weights `c` have zero net outflow at every vertex, then every function of
the flux `∑ c_e θ_e` is gauge invariant. -/
theorem flux_function_invariant (G : OrientedGraph V E) (f : ℝ → ℝ) (c : E → ℝ)
    (hc : ∀ x, netOutflow G c x = 0) (χ : V → ℝ) (θ : E → ℝ) :
    f (∑ e, c e * (θ + gaugeShift G χ) e) = f (∑ e, c e * θ e) := by
  have h : ∑ e, c e * gaugeShift G χ e = 0 := by
    rw [sum_mul_gaugeShift]
    simp [hc]
  simp only [Pi.add_apply, mul_add, Finset.sum_add_distrib, h, add_zero]

end

end GraphGaugeInvariance
```

The smallest graphs show both extremes. For one edge between two distinct vertices, conservation at either end says $\partial F/\partial\theta=0$, so an invariant $F$ is constant: an isolated bond has no gauge-invariant phase and carries no current. For the ring with $n=1$, the only bond is a self-loop. Its gauge shift and its divergence are both zero, so every differentiable $F(\theta)$ is invariant and its current is unrestricted.

```lean
#print axioms GraphGaugeInvariance.gauge_invariant_iff_current_conserved
#print axioms GraphGaugeInvariance.current_balance_of_region
#print axioms GraphGaugeInvariance.ring_current_uniform
#print axioms GraphGaugeInvariance.flux_function_invariant
```

```
'GraphGaugeInvariance.gauge_invariant_iff_current_conserved' depends on axioms: [propext, Classical.choice, Quot.sound]
'GraphGaugeInvariance.current_balance_of_region' depends on axioms: [propext, Classical.choice, Quot.sound]
'GraphGaugeInvariance.ring_current_uniform' depends on axioms: [propext, Classical.choice, Quot.sound]
'GraphGaugeInvariance.flux_function_invariant' depends on axioms: [propext, Classical.choice, Quot.sound]
```
